# The minimum energy of an end-loaded spring chain over its k-th Krylov space

Q: A chain of $n$ sites, joined by unit springs and held between two walls, is pulled at its first site by a unit force. A Krylov solver looks for the equilibrium. Before you can prove anything about "$k$ steps", you must say what they are. What did you choose?

A: A set of reachable vectors, not an algorithm. Let $A$ be the matrix with 2 on the diagonal and $-1$ next to it, and $e_1$ the unit vector on the first site. The energy is $f(x)=\tfrac12\langle x,Ax\rangle-\langle e_1,x\rangle$, and $k$ steps may reach any vector in the span of $e_1,Ae_1,\dots,A^{k-1}e_1$. For $k\le n$, the least energy there is $-k/(2(k+1))$.

Q: Does a real solver stay in that space?

A: Conjugate gradients started from $x=0$ does, if rounding is ignored, and its $k$-th iterate minimises $f$ there. That link is textbook knowledge that I bring in to interpret the result; the theorems start from the space.

```lean
import Mathlib

open Matrix

namespace KrylovWorstCaseChain

noncomputable section

/-- The chain matrix: 2 on the diagonal, -1 between neighbouring sites, 0 elsewhere. -/
def chain (n : ℕ) : Matrix (Fin n) (Fin n) ℝ :=
  Matrix.of fun i j =>
    if (i : ℕ) = j then 2 else if (i : ℕ) + 1 = j ∨ (j : ℕ) + 1 = i then -1 else 0

/-- The unit vector on the first site of the chain. -/
def e1 (n : ℕ) : Fin n → ℝ := fun i => if (i : ℕ) = 0 then 1 else 0

/-- The energy `⟨x, A x⟩ / 2 - ⟨e₁, x⟩` of a chain pulled at its first site. -/
def objective (n : ℕ) (x : Fin n → ℝ) : ℝ :=
  (x ⬝ᵥ (chain n *ᵥ x)) / 2 - e1 n ⬝ᵥ x

/-- The Krylov space spanned by `e₁, A e₁, ..., A^(k-1) e₁`. -/
def krylov (n k : ℕ) : Submodule ℝ (Fin n → ℝ) :=
  Submodule.span ℝ {v | ∃ j, j < k ∧ v = (chain n ^ j) *ᵥ e1 n}
```

Q: Translate, please.

A: A displacement is a function `Fin n → ℝ`, so sites are numbered from 0, and `e1` sits at index 0 despite its name. `chain n` is $A$, `objective n` is $f$, and `krylov n k` is the actual linear span of the matrix powers applied to `e1`.

Q: Where are the walls? I see only a matrix.

A: They are in its corners: the end sites also have 2 on the diagonal, so each has a spring to a wall. To make this visible, write $y_p$ for `pad x p`: $y_0=0$, $y_{i+1}=x_i$ for $0\le i<n$, and $y_p=0$ for $p>n$. Then
$$(Ax)_i=2y_{i+1}-y_i-y_{i+2}.$$

```lean
/-- The displacements numbered from 1 to `n`, extended by zero at the walls and beyond. -/
def pad {n : ℕ} (x : Fin n → ℝ) : ℕ → ℝ
  | 0 => 0
  | p + 1 => if h : p < n then x ⟨p, h⟩ else 0

/-- If only the first `k` sites are displaced, the padded sequence vanishes after position `k`. -/
theorem pad_eq_zero {n k : ℕ} {x : Fin n → ℝ} (h : ∀ i : Fin n, k ≤ (i : ℕ) → x i = 0)
    (p : ℕ) (hp : k < p) : pad x p = 0 := by
  cases p with
  | zero => rfl
  | succ p =>
    by_cases hn : p < n
    · simp only [pad, hn, ↓reduceDIte]
      exact h ⟨p, hn⟩ (Nat.lt_succ_iff.mp hp)
    · simp [pad, hn]

/-- The chain matrix acts as the negative second difference with fixed walls. -/
theorem chain_mulVec {n : ℕ} (x : Fin n → ℝ) (i : Fin n) :
    (chain n *ᵥ x) i = 2 * pad x (i + 1) - pad x i - pad x (i + 2) := by
  have pick : ∀ q : ℕ, ∑ j : Fin n, (if (j : ℕ) + 1 = q then (1 : ℝ) else 0) * x j
      = pad x q := by
    intro q
    cases q with
    | zero => simp [pad]
    | succ q =>
      by_cases h : q < n
      · rw [Finset.sum_eq_single (⟨q, h⟩ : Fin n)]
        · simp [pad, h]
        · intro b _ hb
          have hne : (b : ℕ) + 1 ≠ q + 1 := fun e => hb (Fin.ext (Nat.succ.inj e))
          rw [if_neg hne, zero_mul]
        · intro hb
          exact absurd (Finset.mem_univ _) hb
      · rw [Finset.sum_eq_zero]
        · simp [pad, h]
        · intro b _
          have hne : (b : ℕ) + 1 ≠ q + 1 := by
            have := b.isLt
            omega
          rw [if_neg hne, zero_mul]
  have entry : ∀ j : Fin n, chain n i j * x j
      = 2 * ((if (j : ℕ) + 1 = (i : ℕ) + 1 then (1 : ℝ) else 0) * x j)
        - (if (j : ℕ) + 1 = (i : ℕ) then (1 : ℝ) else 0) * x j
        - (if (j : ℕ) + 1 = (i : ℕ) + 2 then (1 : ℝ) else 0) * x j := by
    intro j
    simp only [chain, Matrix.of_apply]
    split_ifs <;> first | omega | ring
  change ∑ j, chain n i j * x j = _
  rw [Finset.sum_congr rfl (fun j _ => entry j), Finset.sum_sub_distrib,
    Finset.sum_sub_distrib, ← Finset.mul_sum, pick, pick, pick]
```

A: In `chain_mulVec`, `entry` splits a matrix row into three indicator terms, and `pick` evaluates each sum. `pad_eq_zero` says that if only the first $k$ sites are displaced, then $y_p=0$ for $p>k$.

Q: Is $\tfrac12\langle x,Ax\rangle$ really the spring energy?

A: Yes. Let $d_p=y_{p+1}-y_p$ be the extension of bond $p$. Summing by parts, with $y_0=y_{n+1}=0$,
$$\langle x,Ax\rangle=\sum_{p=0}^{n-1}y_{p+1}(d_p-d_{p+1})=\sum_{p=0}^{n}(y_{p+1}-y_p)d_p=\sum_{p=0}^{n}d_p^2.$$
Lean proves the identity `parts` for partial sums by induction, keeping a boundary term that `hlast` then removes.

```lean
/-- The quadratic form of the chain is the sum of the squared extensions of its `n + 1` bonds. -/
theorem quadratic_form_eq {n : ℕ} (x : Fin n → ℝ) :
    x ⬝ᵥ (chain n *ᵥ x) = ∑ p ∈ Finset.range (n + 1), (pad x (p + 1) - pad x p) ^ 2 := by
  -- summation by parts
  have parts : ∀ N : ℕ, ∑ p ∈ Finset.range N,
      pad x (p + 1) * (2 * pad x (p + 1) - pad x p - pad x (p + 2))
      = ∑ p ∈ Finset.range (N + 1), (pad x (p + 1) - pad x p) ^ 2
        - pad x (N + 1) * (pad x (N + 1) - pad x N) := by
    intro N
    induction N with
    | zero =>
      have h0 : pad x 0 = 0 := rfl
      simp only [Finset.sum_range_zero, zero_add, Finset.sum_range_one, h0]
      ring
    | succ N ih =>
      rw [Finset.sum_range_succ, ih, Finset.sum_range_succ _ (N + 1)]
      ring
  have hlast : pad x (n + 1) = 0 := by simp [pad]
  calc x ⬝ᵥ (chain n *ᵥ x)
      = ∑ i : Fin n, pad x (i + 1) * (2 * pad x (i + 1) - pad x i - pad x (i + 2)) := by
        refine Finset.sum_congr rfl fun i _ => ?_
        have hi : pad x (i + 1) = x i := by simp [pad]
        rw [chain_mulVec, hi]
    _ = ∑ p ∈ Finset.range n,
          pad x (p + 1) * (2 * pad x (p + 1) - pad x p - pad x (p + 2)) :=
        Fin.sum_univ_eq_sum_range
          (fun p => pad x (p + 1) * (2 * pad x (p + 1) - pad x p - pad x (p + 2))) n
    _ = _ := by
        rw [parts, hlast]
        ring
```

Q: You will now want to replace the Krylov space by "the first $k$ sites". Is that assumed?

A: It is proved. $A$ couples only neighbours, and each application moves the front by one site until it reaches the far end of the chain. If $v=A^je_1$ vanishes beyond site $j$ and has $v_j=(-1)^j$, then $(Av)_{j+1}=-v_j=(-1)^{j+1}$, and $Av$ vanishes further out. This is the induction in `power_front`.

```lean
/-- The front of `A^j e₁`: counting sites from 0, this vector vanishes beyond site `j` and, if the
chain has a site `j`, has amplitude `(-1)^j` there. -/
theorem power_front (n j : ℕ) :
    (∀ i : Fin n, j + 1 ≤ (i : ℕ) → ((chain n ^ j) *ᵥ e1 n) i = 0) ∧
    (∀ i : Fin n, (i : ℕ) = j → ((chain n ^ j) *ᵥ e1 n) i = (-1) ^ j) := by
  induction j with
  | zero =>
    rw [pow_zero, Matrix.one_mulVec, pow_zero]
    exact ⟨fun i hi => if_neg (by omega), fun i hi => if_pos hi⟩
  | succ j ih =>
    obtain ⟨h0, h1⟩ := ih
    have hz := pad_eq_zero h0
    have hs : (chain n ^ (j + 1)) *ᵥ e1 n = chain n *ᵥ ((chain n ^ j) *ᵥ e1 n) := by
      rw [Matrix.mulVec_mulVec, ← pow_succ']
    rw [hs]
    constructor
    · intro i hi
      rw [chain_mulVec, hz (i + 1) (by omega), hz i (by omega), hz (i + 2) (by omega)]
      ring
    · intro i hi
      have hj : j < n := by
        have := i.isLt
        omega
      have hv : pad ((chain n ^ j) *ᵥ e1 n) i = (-1) ^ j := by
        rw [hi]
        simp only [pad, hj, ↓reduceDIte]
        exact h1 ⟨j, hj⟩ rfl
      rw [chain_mulVec, hz (i + 1) (by omega), hv, hz (i + 2) (by omega)]
      ring
```

A: So the Krylov space contains only vectors supported on the first $k$ sites. Conversely, take $x$ supported on the first $k+1$ sites, with $k<n$. Subtracting $x_k(-1)^kA^ke_1$ clears site $k$, and the remainder lies in the $k$-th space by induction. In `mem_krylov_iff`, `span_induction` gives the first direction and induction on $k$ the second.

```lean
/-- The `k`-th Krylov space consists of the vectors that vanish outside the first `k` sites. -/
theorem mem_krylov_iff (n k : ℕ) (x : Fin n → ℝ) :
    x ∈ krylov n k ↔ ∀ i : Fin n, k ≤ (i : ℕ) → x i = 0 := by
  constructor
  · intro hx i hi
    unfold krylov at hx
    refine Submodule.span_induction (p := fun v _ => v i = 0) ?_ ?_ ?_ ?_ hx
    · rintro v ⟨j, hj, rfl⟩
      exact (power_front n j).1 i (by omega)
    · rfl
    · intro u v _ _ hu hv
      simp [hu, hv]
    · intro a v _ hv
      simp [hv]
  · induction k generalizing x with
    | zero =>
      intro h
      have hx : x = 0 := funext fun i => h i (Nat.zero_le _)
      rw [hx]
      exact Submodule.zero_mem _
    | succ k ih =>
      intro h
      have mono : krylov n k ≤ krylov n (k + 1) := Submodule.span_mono (by
        rintro v ⟨j, hj, rfl⟩
        exact ⟨j, by omega, rfl⟩)
      by_cases hk : k < n
      · -- remove the outermost component with the newest Krylov vector
        have hv : (chain n ^ k) *ᵥ e1 n ∈ krylov n (k + 1) :=
          Submodule.subset_span ⟨k, by omega, rfl⟩
        have hr : x - (x ⟨k, hk⟩ * (-1) ^ k) • ((chain n ^ k) *ᵥ e1 n) ∈ krylov n k := by
          apply ih
          intro i hi
          rw [Pi.sub_apply, Pi.smul_apply, smul_eq_mul]
          rcases Nat.eq_or_lt_of_le hi with e | l
          · have hik : i = ⟨k, hk⟩ := Fin.ext e.symm
            have h2 : ((-1 : ℝ) ^ k) * (-1) ^ k = 1 := by
              rw [← mul_pow]
              norm_num
            rw [(power_front n k).2 i e.symm, hik]
            linear_combination (-x ⟨k, hk⟩) * h2
          · rw [h i l, (power_front n k).1 i l]
            ring
        have hsum := Submodule.add_mem _ (mono hr)
          (Submodule.smul_mem _ (x ⟨k, hk⟩ * (-1) ^ k) hv)
        rwa [sub_add_cancel] at hsum
      · exact mono (ih x fun i hi => absurd i.isLt (by omega))
```

Q: Then the minimisation is elementary?

A: It is completing a square under one constraint. On these vectors only bonds $0,\dots,k$ can be stretched, and their extensions sum to $y_{k+1}-y_0=0$. Also $\langle e_1,x\rangle=y_1=d_0$. Put $c=1/(k+1)$, and let $t_0=1-c$ and $t_p=-c$ for $1\le p\le k$. Then
$$\sum_{p=0}^k(d_p-t_p)^2=\sum_{p=0}^k d_p^2-2d_0+2c\sum_{p=0}^k d_p+\sum_{p=0}^k t_p^2.$$
The third term is zero, and the last is $(1-c)^2+kc^2=1-c=k/(k+1)$. Hence
$$f(x)=\frac12\sum_{p=0}^k(d_p-t_p)^2-\frac{k}{2(k+1)}.$$
In the code, `tail` drops the unstretched bonds, `tele` is the constraint, and `expand` multiplies out each square.

```lean
/-- Completing the square: if `k ≤ n` and only the first `k` sites are displaced, the energy is
half a sum of squares minus `k / (2 (k + 1))`. -/
theorem objective_eq {n k : ℕ} (hk : k ≤ n) (x : Fin n → ℝ)
    (hx : ∀ i : Fin n, k ≤ (i : ℕ) → x i = 0) :
    objective n x = (∑ p ∈ Finset.range (k + 1), (pad x (p + 1) - pad x p
      - ((if p = 0 then 1 else 0) - 1 / ((k : ℝ) + 1))) ^ 2) / 2
      - (k : ℝ) / (2 * ((k : ℝ) + 1)) := by
  have hz := pad_eq_zero hx
  have h0 : pad x 0 = 0 := rfl
  have hlin : e1 n ⬝ᵥ x = pad x 1 := by
    cases n with
    | zero => simp [dotProduct, pad]
    | succ n => simp [dotProduct, e1, pad]
  have tail : ∑ p ∈ Finset.range (k + 1), (pad x (p + 1) - pad x p) ^ 2
      = ∑ p ∈ Finset.range (n + 1), (pad x (p + 1) - pad x p) ^ 2 := by
    apply Finset.sum_subset
    · intro p hp
      rw [Finset.mem_range] at hp ⊢
      omega
    · intro p _ hp
      rw [Finset.mem_range] at hp
      rw [hz (p + 1) (by omega), hz p (by omega)]
      ring
  -- the extensions add up to zero between the walls
  have tele : ∑ p ∈ Finset.range (k + 1), (pad x (p + 1) - pad x p) = 0 := by
    rw [Finset.sum_range_sub (pad x) (k + 1), hz (k + 1) (by omega), h0, sub_zero]
  have hc : ((k : ℝ) + 1) * (1 / ((k : ℝ) + 1)) = 1 := mul_one_div_cancel (by positivity)
  have hval : (k : ℝ) / (2 * ((k : ℝ) + 1)) = (1 - 1 / ((k : ℝ) + 1)) / 2 := by
    rw [mul_comm 2, ← div_div]
    linear_combination (1 / 2) * hc
  rw [hval]
  generalize 1 / ((k : ℝ) + 1) = c at hc ⊢
  have expand : ∀ p : ℕ, (pad x (p + 1) - pad x p - ((if p = 0 then 1 else 0) - c)) ^ 2
      = (pad x (p + 1) - pad x p) ^ 2 + 2 * c * (pad x (p + 1) - pad x p) + c ^ 2
        + (if p = 0 then 1 - 2 * c - 2 * pad x 1 else 0) := by
    intro p
    by_cases h : p = 0
    · subst h
      simp only [↓reduceIte, zero_add, h0]
      ring
    · simp only [h, ↓reduceIte]
      ring
  have hδ : ∀ B : ℝ, ∑ p ∈ Finset.range (k + 1), (if p = 0 then B else 0) = B := by
    intro B
    simp
  rw [Finset.sum_congr rfl (fun p _ => expand p), Finset.sum_add_distrib,
    Finset.sum_add_distrib, Finset.sum_add_distrib, ← Finset.mul_sum, tele, hδ,
    Finset.sum_const, Finset.card_range, nsmul_eq_mul, objective, quadratic_form_eq,
    ← tail, hlin]
  push_cast
  linear_combination (-c / 2) * hc
```

Q: A lower bound is not yet a minimum.

A: The squares all vanish when $d_p=t_p$, that is, for $y_p=1-p/(k+1)$ with $1\le p\le k+1$: a displacement falling linearly to zero. `IsLeast` demands both parts: the value is taken by some vector in the space, and no vector there goes below it. The proof supplies this profile as `u`, then uses that squares are nonnegative.

```lean
/-- For `k ≤ n`, the minimum of the energy over the `k`-th Krylov space is attained and equals
`-k / (2 (k + 1))`. -/
theorem krylov_minimum {n k : ℕ} (hk : k ≤ n) :
    IsLeast (objective n '' (krylov n k : Set (Fin n → ℝ)))
      (-(k : ℝ) / (2 * ((k : ℝ) + 1))) := by
  constructor
  · -- the minimiser falls linearly to zero at position k + 1
    obtain ⟨u, hu⟩ : ∃ u : Fin n → ℝ, ∀ i : Fin n,
        u i = if (i : ℕ) < k then 1 - ((i : ℕ) + 1 : ℝ) / ((k : ℝ) + 1) else 0 :=
      ⟨_, fun _ => rfl⟩
    have hs : ∀ i : Fin n, k ≤ (i : ℕ) → u i = 0 := fun i hi => by
      rw [hu, if_neg (by omega)]
    have hp : ∀ p : ℕ, p ≤ k → pad u (p + 1) = 1 - ((p : ℝ) + 1) / ((k : ℝ) + 1) := by
      intro p hpk
      rcases Nat.eq_or_lt_of_le hpk with e | l
      · rw [pad_eq_zero hs (p + 1) (by omega), e, div_self (by positivity), sub_self]
      · have hn : p < n := by omega
        simp only [pad, hn, ↓reduceDIte]
        rw [hu, if_pos l]
    refine ⟨u, (mem_krylov_iff n k u).2 hs, ?_⟩
    rw [objective_eq hk u hs, Finset.sum_eq_zero]
    · ring
    · intro p hpr
      have hpk : p ≤ k := Nat.lt_succ_iff.mp (Finset.mem_range.mp hpr)
      cases p with
      | zero =>
        rw [hp 0 hpk, show pad u 0 = 0 from rfl, if_pos rfl]
        push_cast
        ring
      | succ q =>
        rw [hp (q + 1) hpk, hp q (by omega), if_neg (Nat.succ_ne_zero q)]
        push_cast
        ring
  · rintro _ ⟨x, hx, rfl⟩
    rw [objective_eq hk x ((mem_krylov_iff n k x).1 hx), neg_div]
    have drop : ∀ S a : ℝ, 0 ≤ S → -a ≤ S / 2 - a := fun S a hS => by linarith
    exact drop _ _ (Finset.sum_nonneg fun p _ => sq_nonneg _)
```

Q: And the true equilibrium energy?

A: Set $k=n$. The support condition is then empty, the Krylov space is everything, and the global minimum is $-n/(2(n+1))$. Since $k/(k+1)=1-1/(k+1)$, subtraction gives the gap
$$\frac12\left(\frac1{k+1}-\frac1{n+1}\right).$$
`krylov_gap` states this for any `a` and `b` that are the two minima.

```lean
/-- The minimum of the energy over all vectors is attained and equals `-n / (2 (n + 1))`. -/
theorem global_minimum (n : ℕ) :
    IsLeast (Set.range (objective n)) (-(n : ℝ) / (2 * ((n : ℝ) + 1))) := by
  have h := krylov_minimum (le_refl n)
  have hall : (krylov n n : Set (Fin n → ℝ)) = Set.univ :=
    Set.eq_univ_of_forall fun x =>
      (mem_krylov_iff n n x).2 fun i hi => absurd i.isLt (by omega)
  rwa [hall, Set.image_univ] at h

/-- For `k ≤ n`, the minimum `a` over the `k`-th Krylov space lies above the global minimum `b`
by exactly `(1/(k+1) - 1/(n+1)) / 2`. -/
theorem krylov_gap {n k : ℕ} (hk : k ≤ n) {a b : ℝ}
    (ha : IsLeast (objective n '' (krylov n k : Set (Fin n → ℝ))) a)
    (hb : IsLeast (Set.range (objective n)) b) :
    a - b = (1 / ((k : ℝ) + 1) - 1 / ((n : ℝ) + 1)) / 2 := by
  rw [ha.unique (krylov_minimum hk), hb.unique (global_minimum n)]
  field_simp
  ring
```

Q: In what sense is this a worst case?

A: Only as a family of hard examples, not the hardest: by `krylov_gap`, a longer chain leaves a larger gap at the same $k$. For each $k$, choose the chain with $n=2k+1$. Then $n+1=2(k+1)$, the gap is $1/(4(k+1))$, and every vector in the $k$-th Krylov space has at least that energy error. This is an absolute energy, for unit springs and a unit force. At the start, $x=0$, the error is $(2k+1)/(4(k+1))$, so at least the fraction $1/(2k+1)$ of it remains. The chain grows with $k$; on a fixed chain the gap closes at $k=n$. Nor is this a bound for every matrix or every load.

```lean
/-- On the chain of `2k + 1` sites, every vector of the `k`-th Krylov space has an energy at
least `1 / (4 (k + 1))` above the global minimum `b`. -/
theorem krylov_error_lower_bound (k : ℕ) {b : ℝ}
    (hb : IsLeast (Set.range (objective (2 * k + 1))) b)
    (x : Fin (2 * k + 1) → ℝ) (hx : x ∈ krylov (2 * k + 1) k) :
    1 / (4 * ((k : ℝ) + 1)) ≤ objective (2 * k + 1) x - b := by
  have hk : k ≤ 2 * k + 1 := by omega
  have hgap := krylov_gap hk (krylov_minimum hk) hb
  have hmin := (krylov_minimum hk).2 ⟨x, hx, rfl⟩
  have h2 : 1 / (2 * ((k : ℝ) + 1)) = 1 / ((k : ℝ) + 1) / 2 := by
    rw [mul_comm, div_div]
  have h4 : 1 / (4 * ((k : ℝ) + 1)) = 1 / ((k : ℝ) + 1) / 4 := by
    rw [mul_comm, div_div]
  have hn : ((2 * k + 1 : ℕ) : ℝ) + 1 = 2 * ((k : ℝ) + 1) := by
    push_cast
    ring
  rw [hn, h2] at hgap
  rw [h4]
  linarith

end

end KrylovWorstCaseChain
```

```lean
#print axioms KrylovWorstCaseChain.krylov_minimum
#print axioms KrylovWorstCaseChain.krylov_error_lower_bound
```

```
'KrylovWorstCaseChain.krylov_minimum' depends on axioms: [propext, Classical.choice, Quot.sound]
'KrylovWorstCaseChain.krylov_error_lower_bound' depends on axioms: [propext, Classical.choice, Quot.sound]
```

Q: Show me the smallest case.

A: Take $k=0$, so $n=1$. The space contains only $x=0$, with energy 0, while $f(x)=x^2-x$ has minimum $-1/4$. The error is $1/4$, exactly the bound. For $k=1$ and $n=3$, the minima are $-1/4$ and $-3/8$, and the gap is $1/8$.

Q: Where would I meet this in simulation work?

A: Up to a grid factor, $A$ is the finite-difference form of minus the second derivative, for a function that is zero at both ends. So the result bears on the unpreconditioned Krylov solution of a Poisson equation in one dimension, started from zero and with the source at the first grid point. There the source's influence advances one grid point per multiplication by $A$, until it reaches the far end.
